# Volume shift and delta gauge of a linear energy error on a Birch–Murnaghan curve

Add an error s·V to a Birch–Murnaghan energy curve with equilibrium volume V0 > 0 and bulk modulus B0 > 0. Along any stationary volume V(s) that is continuous at s = 0 and starts from V(0) = V0,

V'(0) = −V0/B0

and, for a cubic crystal whose cubic cell has volume V, the lattice parameter a = V^(1/3) satisfies

a'(0) = −a(0)/(3 B0).

If the error is s·V + c, its root mean square over the window [Vm − w, Vm + w], with w > 0, is at least |s| w/√3, with equality exactly when c = −s Vm. With that offset, the root mean square divided by |V(s) − V0| tends to B0 w/(√3 V0) as s → 0.

## An energy slope acts as a pressure

A pseudopotential can be tested by comparing its energy–volume curve with an all-electron reference. For the model case of a discrepancy linear in volume, the results convert an energy slope into an error in the equilibrium volume and into a delta gauge. Only the curve enters, so it makes no difference whether the pseudopotential is ultrasoft or norm-conserving.

The function E(V) + sV has the form of an enthalpy at pressure s. A positive slope error therefore compresses the crystal, and a stiff crystal responds less.

The reference curve is

E(V) = (9 V0 B0/16) (B1 y³ + y²(2 − 4y)), y = (V0/V)^(2/3) − 1.

Here B0 is the bulk modulus at V0, and B1 is its pressure derivative there. B1 does not appear in the first-order response.

## What the Lean statements say

All quantities are real numbers in any consistent set of units. Volume and energy may both be taken per cell or both per atom. For a cubic crystal with V per atom, the lattice parameter is a constant times V^(1/3), and a'(0) = −a(0)/(3 B0) still holds. The functions `strain`, `energy` and `pressure` are y, E and P = −E', with physical meaning for positive volumes.

`StationaryBranch V0 B0 B1 V` says three things about a function V of s: V(0) = V0, V is continuous at 0, and for all s near 0 the function E(v) + sv has derivative zero at v = V(s). It asks for a stationary point, not a minimum. Differentiability of V is a conclusion, and `exists_stationaryBranch` shows that such a branch exists for every real B1.

`deltaGauge E₁ E₂ Vm w` is the square root of the mean squared difference of two curves over the window. It compares the curves as they are given, whereas a delta test commonly first shifts each curve to zero at its own minimum. Here the offset c is free. The bound holds for any reference curve E, because E cancels in the difference. It needs only w > 0; a physical window also has w < Vm, so that all volumes are positive.

The model leaves out errors that are curved in V, and the volume response is a derivative at s = 0, with no error bound for finite s.

## The volume response by hand

Differentiating y gives

dy/dV = −(2/3)(y + 1)/V.

Collecting powers of y gives

E = (9 V0 B0/16) ((B1 − 4) y³ + 2y²),
dE/dy = (9 V0 B0/16) y (3(B1 − 4) y + 4).

The chain rule then yields the pressure

P = −dE/dV = (3 V0 B0/8) y (3(B1 − 4) y + 4) (y + 1)/V.

At V0 we have y = 0, so P(V0) = 0. In P'(V0) only the term that differentiates the factor y survives:

P'(V0) = (3 V0 B0/8) · 4 · (1/V0) · (−2/(3 V0)) = −B0/V0.

Stationarity reads E'(V(s)) + s = 0, that is, P(V(s)) = s. For small s ≠ 0 this forces V(s) ≠ V0, so we may write

(V(s) − V0)/s = (V(s) − V0)/(P(V(s)) − P(V0)).

Since V(s) → V0 by continuity, the right-hand side tends to 1/P'(V0) = −V0/B0. For the lattice parameter,

a'(0) = (1/3) V0^(−2/3) · (−V0/B0) = −V0^(1/3)/(3 B0) = −a(0)/(3 B0).

A branch exists because P'(V0) ≠ 0: the inverse function theorem solves P(V) = s for V near V0, and by continuity the solution stays positive for small s.

## The gauge by hand

Put v = Vm + u. The error becomes su + (s Vm + c), and the cross term integrates to zero over −w ≤ u ≤ w:

(1/(2w)) ∫ (su + s Vm + c)² du = s²w²/3 + (s Vm + c)².

The gauge is the square root of this. It is smallest when the second square vanishes, which means c = −s Vm, and its value is then |s| w/√3. Dividing by |V(s) − V0| gives

(w/√3)/|(V(s) − V0)/s| → (w/√3)/(V0/B0) = B0 w/(√3 V0).

## Round numbers

Take V0 = Vm = 20 Å³, B0 = 0.5 eV/Å³, w = 1.2 Å³ and s = 0.001 eV/Å³. To first order,

V(s) − V0 ≈ −0.001 · 20/0.5 = −0.04 Å³,

a relative change of −0.2 % in volume and about −0.067 % in the lattice parameter.

With c = −0.02 eV the gauge is 0.001 · 1.2/√3 ≈ 0.00069 eV. With c = 0 it is √(0.0012²/3 + 0.02²) ≈ 0.0200 eV, nearly thirty times larger for the same volume error. The ratio of the optimal gauge to the volume shift is about 0.0173 eV/Å³, in agreement with B0 w/(√3 V0).

## A branch that jumps

It is easy to define the branch by V(0) = V0 and stationarity alone, and to forget continuity. The response formula can then fail. For B1 = 6 the pressure also vanishes at y = −2/3, where V = 3^(3/2) V0 ≈ 5.2 V0, and P(V) = s can be solved near that volume too. A function equal to V0 at s = 0 and to this second solution for s ≠ 0 is stationary for every small s, yet it has no derivative at 0. The field `cont` excludes it.

## The complete file

```lean
import Mathlib

open Filter Topology

namespace PseudopotentialDeltaTest

noncomputable section

/-- The strain variable `y = (V0/V)^(2/3) - 1` of the Birch-Murnaghan equation, for `V0, V > 0`. -/
def strain (V0 V : ℝ) : ℝ := (V0 / V) ^ (2 / 3 : ℝ) - 1

/-- The Birch-Murnaghan energy relative to its value at `V0`, for `V0, V > 0`. -/
def energy (V0 B0 B1 V : ℝ) : ℝ :=
  9 * V0 * B0 / 16 * (B1 * strain V0 V ^ 3 + strain V0 V ^ 2 * (2 - 4 * strain V0 V))

/-- The Birch-Murnaghan pressure written in the strain variable, for `V0, V > 0`. -/
def pressure (V0 B0 B1 V : ℝ) : ℝ :=
  3 * V0 * B0 / 8 *
    (strain V0 V * (3 * (B1 - 4) * strain V0 V + 4) * ((strain V0 V + 1) * V⁻¹))

/-- A branch of stationary volumes `V s` of the energy curve with an added linear error `s * v`, for
all `s` near `0`; the branch is continuous at `s = 0` and starts from `V0`. -/
structure StationaryBranch (V0 B0 B1 : ℝ) (V : ℝ → ℝ) : Prop where
  zero : V 0 = V0
  cont : ContinuousAt V 0
  stationary : ∀ᶠ s in 𝓝 (0 : ℝ), HasDerivAt (fun v => energy V0 B0 B1 v + s * v) 0 (V s)

/-- The delta gauge: the root mean square difference of two energy curves over the volume window
`[Vm - w, Vm + w]`, for `w > 0`. -/
def deltaGauge (E₁ E₂ : ℝ → ℝ) (Vm w : ℝ) : ℝ :=
  √((∫ v in (Vm - w)..(Vm + w), (E₁ v - E₂ v) ^ 2) / (2 * w))

/-- The strain variable vanishes at the reference volume. -/
theorem strain_self {V0 : ℝ} (hV0 : 0 < V0) : strain V0 V0 = 0 := by
  simp [strain, div_self hV0.ne']

/-- The strain variable changes with volume at the rate `-(2/3) (y + 1) / V`. -/
theorem strain_deriv {V0 V : ℝ} (hV0 : 0 < V0) (hV : 0 < V) :
    HasStrictDerivAt (strain V0) (-(2 / 3) * (strain V0 V + 1) * V⁻¹) V := by
  have hf : strain V0 = fun v => (V0 * v⁻¹) ^ (2 / 3 : ℝ) - 1 := by
    funext v
    simp only [strain, div_eq_mul_inv]
  have hx : V0 * V⁻¹ ≠ 0 := mul_ne_zero hV0.ne' (inv_ne_zero hV.ne')
  have h1 : HasStrictDerivAt (fun v => V0 * v⁻¹) (V0 * -(V ^ 2)⁻¹) V :=
    (hasStrictDerivAt_inv hV.ne').const_mul V0
  have h2 := (Real.hasStrictDerivAt_rpow_const_of_ne hx (2 / 3)).comp V h1
  rw [hf]
  refine HasStrictDerivAt.congr_deriv (h2.sub_const 1) ?_
  change 2 / 3 * (V0 * V⁻¹) ^ (2 / 3 - 1 : ℝ) * (V0 * -(V ^ 2)⁻¹) =
    -(2 / 3) * ((V0 * V⁻¹) ^ (2 / 3 : ℝ) - 1 + 1) * V⁻¹
  rw [Real.rpow_sub_one hx]
  generalize (V0 * V⁻¹) ^ (2 / 3 : ℝ) = X
  have e0 : V0 * V0⁻¹ = 1 := mul_inv_cancel₀ hV0.ne'
  have e1 : V * V⁻¹ = 1 := mul_inv_cancel₀ hV.ne'
  have e2 : X / (V0 * V⁻¹) = X * V0⁻¹ * V := by
    rw [div_eq_mul_inv, mul_inv, inv_inv, mul_assoc]
  rw [e2]
  linear_combination (-(2 / 3) * X * V⁻¹ * (V * V⁻¹)) * e0 + (-(2 / 3) * X * V⁻¹) * e1

/-- The slope of the energy curve is minus the pressure. -/
theorem energy_deriv {V0 V : ℝ} (B0 B1 : ℝ) (hV0 : 0 < V0) (hV : 0 < V) :
    HasDerivAt (energy V0 B0 B1) (-pressure V0 B0 B1 V) V := by
  have hy := (strain_deriv hV0 hV).hasDerivAt
  have hf : energy V0 B0 B1 = fun v => 9 * V0 * B0 / 16 *
      (strain V0 v * strain V0 v * ((B1 - 4) * strain V0 v + 2)) := by
    funext v
    simp only [energy]
    ring
  rw [hf]
  refine (((hy.fun_mul hy).fun_mul ((hy.const_mul (B1 - 4)).add_const 2)).const_mul
    (9 * V0 * B0 / 16)).congr_deriv ?_
  simp only [pressure]
  ring

/-- At the reference volume the pressure falls with volume at the rate `B0 / V0`. -/
theorem pressure_deriv {V0 : ℝ} (B0 B1 : ℝ) (hV0 : 0 < V0) :
    HasStrictDerivAt (pressure V0 B0 B1) (-B0 / V0) V0 := by
  have hy := strain_deriv hV0 hV0
  have hA : HasStrictDerivAt (fun v => 3 * (B1 - 4) * strain V0 v + 4) _ V0 :=
    (hy.const_mul (3 * (B1 - 4))).add_const 4
  have hB : HasStrictDerivAt
      (fun v => strain V0 v * (3 * (B1 - 4) * strain V0 v + 4)) _ V0 := hy.mul hA
  have hC : HasStrictDerivAt (fun v => (strain V0 v + 1) * v⁻¹) _ V0 :=
    (hy.add_const 1).mul (hasStrictDerivAt_inv hV0.ne')
  refine HasStrictDerivAt.congr_deriv ((hB.mul hC).const_mul (3 * V0 * B0 / 8)) ?_
  simp only [strain_self hV0]
  have e0 : V0 * V0⁻¹ = 1 := mul_inv_cancel₀ hV0.ne'
  linear_combination (-B0 * V0⁻¹) * e0

/-- Every Birch-Murnaghan curve with `V0, B0 > 0` has a branch of stationary volumes under a
small linear energy error. -/
theorem exists_stationaryBranch {V0 B0 : ℝ} (B1 : ℝ) (hV0 : 0 < V0) (hB0 : 0 < B0) :
    ∃ V, StationaryBranch V0 B0 B1 V := by
  have hne : -B0 / V0 ≠ 0 := div_ne_zero (neg_ne_zero.mpr hB0.ne') hV0.ne'
  have h := (pressure_deriv B0 B1 hV0).hasStrictFDerivAt_equiv hne
  -- invert the pressure-volume relation near `V0`
  obtain ⟨g, hz, hc, hr⟩ : ∃ g : ℝ → ℝ, g (pressure V0 B0 B1 V0) = V0 ∧
      ContinuousAt g (pressure V0 B0 B1 V0) ∧
      ∀ᶠ s in 𝓝 (pressure V0 B0 B1 V0), pressure V0 B0 B1 (g s) = s :=
    ⟨h.localInverse _ _ _, h.localInverse_apply_image,
      h.to_localInverse.hasFDerivAt.continuousAt, h.eventually_right_inverse⟩
  have hp0 : pressure V0 B0 B1 V0 = 0 := by simp [pressure, strain_self hV0]
  rw [hp0] at hz hc hr
  refine ⟨g, hz, hc, ?_⟩
  have hpos : ∀ᶠ s in 𝓝 (0 : ℝ), 0 < g s :=
    hc.tendsto.eventually (lt_mem_nhds (by rw [hz]; exact hV0))
  filter_upwards [hr, hpos] with s hs hgs
  refine ((energy_deriv B0 B1 hV0 hgs).fun_add
    ((hasDerivAt_id' (g s)).const_mul s)).congr_deriv ?_
  rw [hs]
  ring

/-- A linear energy error of slope `s` shifts the stationary volume at the initial rate
`-V0 / B0`. -/
theorem volume_response {V0 B0 B1 : ℝ} {V : ℝ → ℝ} (hV0 : 0 < V0) (hB0 : 0 < B0)
    (h : StationaryBranch V0 B0 B1 V) : HasDerivAt V (-V0 / B0) 0 := by
  have hne : -B0 / V0 ≠ 0 := div_ne_zero (neg_ne_zero.mpr hB0.ne') hV0.ne'
  have hpos : ∀ᶠ s in 𝓝 (0 : ℝ), 0 < V s :=
    h.cont.tendsto.eventually (lt_mem_nhds (by rw [h.zero]; exact hV0))
  -- stationarity says that the pressure balances the slope error
  have hleft : ∀ᶠ s in 𝓝 (0 : ℝ), pressure V0 B0 B1 (V s) = s := by
    filter_upwards [h.stationary, hpos] with s hs hVs
    have hu := hs.unique ((energy_deriv B0 B1 hV0 hVs).fun_add
      ((hasDerivAt_id' (V s)).const_mul s))
    linarith
  have hp : HasDerivAt (pressure V0 B0 B1) (-B0 / V0) (V 0) := by
    rw [h.zero]
    exact (pressure_deriv B0 B1 hV0).hasDerivAt
  refine (HasDerivAt.of_local_left_inverse h.cont hp hne hleft).congr_deriv ?_
  rw [inv_div, div_neg, neg_div]

/-- The lattice parameter `a = V^(1/3)` responds to the slope error with
`a'(0) = -a(0) / (3 B0)`. -/
theorem lattice_response {V0 B0 B1 : ℝ} {V : ℝ → ℝ} (hV0 : 0 < V0) (hB0 : 0 < B0)
    (h : StationaryBranch V0 B0 B1 V) :
    HasDerivAt (fun s => V s ^ (1 / 3 : ℝ)) (-(V0 ^ (1 / 3 : ℝ)) / (3 * B0)) 0 := by
  have hne : V 0 ≠ 0 := by rw [h.zero]; exact hV0.ne'
  refine ((volume_response hV0 hB0 h).rpow_const (p := 1 / 3) (Or.inl hne)).congr_deriv ?_
  rw [h.zero, Real.rpow_sub_one hV0.ne']
  generalize V0 ^ (1 / 3 : ℝ) = a
  field_simp

/-- The delta gauge of a linear energy error `s v + c` in closed form. -/
theorem deltaGauge_linear (E : ℝ → ℝ) (s c Vm : ℝ) {w : ℝ} (hw : 0 < w) :
    deltaGauge (fun v => E v + (s * v + c)) E Vm w =
      √((s * w) ^ 2 / 3 + (s * Vm + c) ^ 2) := by
  have hd : ∀ v ∈ Set.uIcc (Vm - w) (Vm + w), HasDerivAt
      (fun v : ℝ => s ^ 2 / 3 * v ^ 3 + s * c * v ^ 2 + c ^ 2 * v) ((s * v + c) ^ 2) v := by
    intro v _
    refine ((((hasDerivAt_pow 3 v).const_mul (s ^ 2 / 3)).fun_add
      ((hasDerivAt_pow 2 v).const_mul (s * c))).fun_add
      ((hasDerivAt_id' v).const_mul (c ^ 2))).congr_deriv ?_
    simp only [Nat.cast_ofNat, Nat.reduceSub, pow_one]
    ring
  have hc : Continuous (fun v : ℝ => (s * v + c) ^ 2) := by fun_prop
  simp only [deltaGauge, add_sub_cancel_left]
  rw [intervalIntegral.integral_eq_sub_of_hasDerivAt hd (hc.intervalIntegrable _ _)]
  congr 1
  field_simp
  ring

/-- A linear error of slope `s` costs a delta gauge of at least `|s| w / √3`, with equality
exactly when the offset makes the error vanish at the window centre. -/
theorem deltaGauge_bound (E : ℝ → ℝ) (s c Vm : ℝ) {w : ℝ} (hw : 0 < w) :
    |s| * w / √3 ≤ deltaGauge (fun v => E v + (s * v + c)) E Vm w ∧
      (deltaGauge (fun v => E v + (s * v + c)) E Vm w = |s| * w / √3 ↔ c = -(s * Vm)) := by
  have hr : |s| * w / √3 = √((s * w) ^ 2 / 3) := by
    rw [Real.sqrt_div (sq_nonneg _), Real.sqrt_sq_eq_abs, abs_mul, abs_of_pos hw]
  rw [deltaGauge_linear E s c Vm hw, hr]
  refine ⟨Real.sqrt_le_sqrt (by linarith [sq_nonneg (s * Vm + c)]), ?_⟩
  rw [Real.sqrt_inj (by positivity) (by positivity)]
  constructor
  · intro h
    have h0 : (s * Vm + c) ^ 2 = 0 := by linarith
    have h1 : s * Vm + c = 0 := pow_eq_zero_iff (two_ne_zero) |>.mp h0
    linarith
  · intro h
    rw [h]
    ring

/-- For a small linear error with the optimal offset, the delta gauge per unit of error in the
stationary volume tends to `B0 w / (√3 V0)`. -/
theorem deltaGauge_per_volume_error {V0 B0 B1 : ℝ} {V : ℝ → ℝ} (hV0 : 0 < V0) (hB0 : 0 < B0)
    (h : StationaryBranch V0 B0 B1 V) (Vm : ℝ) {w : ℝ} (hw : 0 < w) :
    Tendsto (fun s => deltaGauge (fun v => energy V0 B0 B1 v + (s * v + -(s * Vm)))
      (energy V0 B0 B1) Vm w / |V s - V0|) (𝓝[≠] 0) (𝓝 (B0 * w / (√3 * V0))) := by
  have hs := (hasDerivAt_iff_tendsto_slope.mp (volume_response hV0 hB0 h)).abs
  have hl : |-V0 / B0| = V0 / B0 := by
    rw [neg_div, abs_neg, abs_of_pos (div_pos hV0 hB0)]
  rw [hl] at hs
  have ht := (tendsto_const_nhds (x := w / √3)).div hs (div_pos hV0 hB0).ne'
  have he : B0 * w / (√3 * V0) = w / √3 / (V0 / B0) := by field_simp
  rw [he]
  refine ht.congr (fun s => ?_)
  -- the gauge is linear in `|s|`, so the ratio is governed by the difference quotient of `V`
  change w / √3 / |slope V 0 s| = _
  rw [(deltaGauge_bound (energy V0 B0 B1) s (-(s * Vm)) Vm hw).2.mpr rfl,
    slope_def_field, h.zero, sub_zero, abs_div, div_div_eq_mul_div]
  ring

end

end PseudopotentialDeltaTest
```

```lean
#print axioms PseudopotentialDeltaTest.exists_stationaryBranch
#print axioms PseudopotentialDeltaTest.lattice_response
#print axioms PseudopotentialDeltaTest.deltaGauge_per_volume_error
```

```
'PseudopotentialDeltaTest.exists_stationaryBranch' depends on axioms: [propext, Classical.choice, Quot.sound]
'PseudopotentialDeltaTest.lattice_response' depends on axioms: [propext, Classical.choice, Quot.sound]
'PseudopotentialDeltaTest.deltaGauge_per_volume_error' depends on axioms: [propext, Classical.choice, Quot.sound]
```

## How the proof follows the calculation

**Derivatives of the curve.** `strain_self` gives y = 0 at V0. `strain_deriv` differentiates the power (V0/V)^(2/3) by the chain rule, and `linear_combination` brings the result to the form −(2/3)(y + 1)/V. `energy_deriv` rewrites E with its powers of y collected, applies the product rule, and identifies the slope as −P.

`pressure_deriv` differentiates P at V0 factor by factor and sets y = 0, which leaves −B0/V0. It proves a strict derivative: the difference quotient converges even when both of its points move towards V0. The inverse function theorem uses this stronger property.

**Existence of the branch.** `exists_stationaryBranch` takes the local inverse g of P at V0. It extracts g(0) = V0, continuity at 0, and P(g(s)) = s near 0. Positivity of g(s) then allows `energy_deriv` to be applied, and the derivative of E(v) + sv at g(s) comes out as −s + s = 0.

**The response.** In `volume_response`, continuity first gives V(s) > 0 near 0. The derivative of E(v) + sv at V(s) is then known in two ways, as 0 by stationarity and as −P(V(s)) + s by calculation. Uniqueness of derivatives (`hs.unique`) gives P(V(s)) = s. The lemma `HasDerivAt.of_local_left_inverse` carries out the difference-quotient argument: a function continuous at 0 that P undoes has derivative 1/P'(V0). `lattice_response` adds the power rule for the exponent 1/3.

**The gauge.** `deltaGauge_linear` does not shift the variable to the window centre. It supplies the antiderivative

s²v³/3 + s c v² + c²v

of (sv + c)², evaluates it at the two ends, and simplifies to the same closed form. `deltaGauge_bound` writes |s| w/√3 as √((sw)²/3). Monotonicity of the square root gives the inequality. Its injectivity on non-negative numbers reduces equality to (s Vm + c)² = 0.

**The combined limit.** `deltaGauge_per_volume_error` restates `volume_response` as convergence of the difference quotient for s → 0 with s ≠ 0, written `𝓝[≠] 0`. It takes absolute values and divides the constant w/√3 by the result. The equality case of `deltaGauge_bound` identifies this quotient with the gauge divided by |V(s) − V0|.
